# Block power iteration on a diagonal matrix: an error bound independent of gaps among the wanted eigenvalues

Let $m$ label the wanted eigenvectors and $n$ the remaining ones; both index sets are finite. The operator is the real diagonal matrix $A=\mathrm{diag}(d_1,d_2)$, with wanted eigenvalues $d_{1,x}$ for $x\in m$ and unwanted eigenvalues $d_{2,j}$ for $j\in n$. "Wanted" is only a label, and no ordering is assumed.

```lean
import Mathlib

open Matrix Filter

namespace BlockPowerIteration

noncomputable section

variable {m n : Type*} [Fintype m] [DecidableEq m] [Fintype n] [DecidableEq n]
```

Lengths are Euclidean. The norm is written out explicitly because Mathlib's default norm on functions `ι → ℝ` is the maximum norm.

```lean
/-- The Euclidean norm of a real coordinate vector. -/
def l2norm {ι : Type*} [Fintype ι] (v : ι → ℝ) : ℝ := Real.sqrt (∑ j, v j ^ 2)
```

The sum type `m ⊕ n` joins the two sets of labels: `Sum.inl` marks a wanted component and `Sum.inr` an unwanted one.

```lean
/-- The operator `diag(D1, D2)` in its eigenbasis, with wanted eigenvalues `d₁` and
remaining eigenvalues `d₂`. -/
def spectralMatrix (d₁ : m → ℝ) (d₂ : n → ℝ) : Matrix (m ⊕ n) (m ⊕ n) ℝ :=
  diagonal (Sum.elim d₁ d₂)
```

The start block has as many columns as there are wanted eigenvectors. Its square upper part $C$ holds the components of the columns along the wanted eigenvectors, and its lower part $S$ holds the others. In Lean the stacked block is `fromRows C S`. The trial space is the set of all linear combinations of a block's columns.

```lean
/-- The trial space spanned by the columns of a block of vectors. -/
def colSpace {ι : Type*} (M : Matrix ι m ℝ) : Submodule ℝ (ι → ℝ) :=
  LinearMap.range M.mulVecLin
```

For a wanted label $i$, let $e_i$ be the corresponding unit vector, in $\mathbb R^m$ or in the full space as the context requires, and, for invertible $C$, put $t=SC^{-1}e_i$. This vector measures the initial contamination by unwanted eigenvectors.

```lean
/-- The vector `S C⁻¹ e_i` formed from the two parts of the start block `(C; S)`. -/
def tail (C : Matrix m m ℝ) (S : Matrix n m ℝ) (i : m) : n → ℝ :=
  (S * C⁻¹) *ᵥ (Pi.single i 1 : m → ℝ)
```

## A trial vector whose wanted part is exactly $e_i$

Let $C$ be invertible, and let $P$ be a real polynomial with $P(d_{1,i})\neq0$ and $|P(d_{2,j})|\le\beta$ for all $j$. Combining the filtered columns with coefficients $c$ gives

$$P(A)\begin{pmatrix}C\\S\end{pmatrix}c=\begin{pmatrix}P(D_1)\,Cc\\P(D_2)\,Sc\end{pmatrix},\qquad D_1=\mathrm{diag}(d_1),\quad D_2=\mathrm{diag}(d_2).$$

Choose $c=C^{-1}e_i/P(d_{1,i})$. Then $Cc=e_i/P(d_{1,i})$, and the upper part is $P(D_1)e_i/P(d_{1,i})=e_i$. The lower part has components $P(d_{2,j})\,t_j/P(d_{1,i})$. Calling the combined vector $y$, we get

$$\|y-e_i\|^2=\sum_j\left|\frac{P(d_{2,j})}{P(d_{1,i})}\right|^2t_j^2\le\left(\frac{\beta}{|P(d_{1,i})|}\right)^2\|t\|^2 .$$

Let $|d_{2,j}|\le\mu$ for all $j$. Block power iteration is the case $P(X)=X^k$, $\beta=\mu^k$, which gives the factor $(\mu/|d_{1,i}|)^k$. No difference $d_{1,i}-d_{1,x}$ appears in a denominator, so wanted eigenvalues may be close or equal.

The vector $y$ is not normalised. With $\varepsilon=\|y-e_i\|$, its length is $\sqrt{1+\varepsilon^2}$, and the normalised vector has squared overlap $1/(1+\varepsilon^2)$ with $e_i$.

## Diagonal form: independent, orthogonal components

Physically, a diagonal $A$ is a real symmetric operator written in its orthonormal eigenbasis. The derivation uses this twice: the filter acts on each component separately, and the squared error is a sum over components. If the lower block were instead a Jordan block of size at least 2 with eigenvalue $\mu>0$, its powers would contain entries $k\mu^{k-1}$, and $\mu^k$ would no longer bound the growth of the lower part.

The first two lemmas turn componentwise relations into relations between norms. `l2norm_scale` treats equality and pulls $r^2$ out of the sum; `l2norm_le` treats inequality by comparing the squares term by term.

```lean
/-- If every component of `v` has `r` times the modulus of that of `w`, the norms have
the same ratio. -/
theorem l2norm_scale {ι : Type*} [Fintype ι] {v w : ι → ℝ} {r : ℝ}
    (h : ∀ j, |v j| = r * |w j|) : l2norm v = r * l2norm w := by
  rcases le_or_gt 0 r with hr | hr
  · have hs : ∑ j, v j ^ 2 = r ^ 2 * ∑ j, w j ^ 2 := by
      rw [Finset.mul_sum]
      refine Finset.sum_congr rfl fun j _ => ?_
      rw [← sq_abs (v j), h j, mul_pow, sq_abs]
    rw [l2norm, hs, Real.sqrt_mul (sq_nonneg r), Real.sqrt_sq hr, l2norm]
  · -- a negative ratio is possible only for vanishing vectors
    have hw : ∀ j, w j = 0 := by
      intro j
      by_contra h0
      have h1 := mul_neg_of_neg_of_pos hr (abs_pos.mpr h0)
      linarith [abs_nonneg (v j), h j]
    have hv : ∀ j, v j = 0 := by
      intro j
      have h1 := h j
      rw [hw j, abs_zero, mul_zero] at h1
      exact abs_eq_zero.mp h1
    simp [l2norm, hv, hw]

/-- A componentwise bound by a common factor gives the same bound between norms. -/
theorem l2norm_le {ι : Type*} [Fintype ι] {v w : ι → ℝ} {r : ℝ}
    (h : ∀ j, |v j| ≤ r * |w j|) : l2norm v ≤ r * l2norm w := by
  have h1 : l2norm (fun j => r * |w j|) = r * l2norm w :=
    l2norm_scale fun j => abs_of_nonneg ((abs_nonneg (v j)).trans (h j))
  rw [← h1]
  refine Real.sqrt_le_sqrt (Finset.sum_le_sum fun j _ => ?_)
  rw [← sq_abs (v j)]
  exact pow_le_pow_left₀ (abs_nonneg _) (h j) 2
```

Next, `error_eq_tail` splits the sum over `m ⊕ n`. The upper terms cancel against $e_i$, leaving the norm of the lower part.

```lean
/-- If the wanted part of `y` is exactly `e_i`, the distance from `y` to `e_i` is the norm
of the remaining part of `y`. -/
theorem error_eq_tail (y : m ⊕ n → ℝ) (i : m)
    (h : ∀ x, y (Sum.inl x) = (Pi.single i 1 : m → ℝ) x) :
    l2norm (y - Pi.single (Sum.inl i) 1) = l2norm (fun j => y (Sum.inr j)) := by
  unfold l2norm
  rw [Fintype.sum_sum_type]
  simp [h, Pi.single_apply]
```

Finally, `aeval_diagonal` shows that $P(A)$ is diagonal with entries $P$ of the eigenvalues. It checks monomials and then adds them.

```lean
/-- A polynomial of a diagonal matrix acts on each diagonal entry separately. -/
theorem aeval_diagonal {ι : Type*} [Fintype ι] [DecidableEq ι] (D : ι → ℝ)
    (P : Polynomial ℝ) :
    Polynomial.aeval (diagonal D) P = diagonal (fun x => P.eval (D x)) := by
  induction P using Polynomial.induction_on' with
  | add f g hf hg =>
    rw [map_add, hf, hg, diagonal_add]
    simp only [Polynomial.eval_add]
  | monomial k a =>
    rw [Polynomial.aeval_monomial, ← Algebra.smul_def, diagonal_pow]
    ext x y
    rcases eq_or_ne x y with rfl | hxy
    · simp [Polynomial.eval_monomial]
    · simp [hxy]
```

## Invertible $C$: every wanted direction is present at the start

The hypothesis `IsUnit C.det` says that $C$ is invertible: the projections of the start columns onto the wanted eigenspace span that space. By hand, it permits the choice $c=C^{-1}e_i/P(d_{1,i})$. In the proof it enters through `mul_nonsing_inv`, which gives $CC^{-1}=1$.

Without it the bound can fail. With one column, $C=0$ and $S\ne0$, every trial vector has zero wanted component and lies at distance at least 1 from $e_i$, however many steps are taken.

The next lemma carries out the construction for any diagonal filter $D$. Its two final cases compute the upper and lower parts of $y$.

```lean
/-- If `C` is invertible and the filter value `D_i` is nonzero, the diagonal filter `D` applied to
the block `(C; S)` leaves in the trial space a vector with wanted part `e_i` and remaining part `S
C⁻¹ e_i` multiplied componentwise by the ratios `D_j / D_i`. -/
theorem exists_filtered (D : m ⊕ n → ℝ) (C : Matrix m m ℝ) (S : Matrix n m ℝ)
    (hC : IsUnit C.det) (i : m) (hi : D (Sum.inl i) ≠ 0) :
    ∃ y ∈ colSpace (diagonal D * fromRows C S),
      (∀ x, y (Sum.inl x) = (Pi.single i 1 : m → ℝ) x) ∧
      ∀ j, y (Sum.inr j) = D (Sum.inr j) / D (Sum.inl i) * tail C S i j := by
  -- the coefficients C⁻¹ e_i / D_i undo the mixing of the start block
  obtain ⟨c, hCc, hSc⟩ : ∃ c : m → ℝ,
      C *ᵥ c = (D (Sum.inl i))⁻¹ • (Pi.single i 1 : m → ℝ) ∧
      S *ᵥ c = (D (Sum.inl i))⁻¹ • tail C S i := by
    refine ⟨(D (Sum.inl i))⁻¹ • (C⁻¹ *ᵥ (Pi.single i 1 : m → ℝ)), ?_, ?_⟩
    · rw [mulVec_smul, mulVec_mulVec, mul_nonsing_inv C hC, one_mulVec]
    · rw [mulVec_smul, mulVec_mulVec, tail]
  refine ⟨(diagonal D * fromRows C S) *ᵥ c, ⟨c, rfl⟩, ?_, ?_⟩
  · intro x
    rw [← mulVec_mulVec, mulVec_diagonal, fromRows_mulVec, Sum.elim_inl, hCc]
    rcases eq_or_ne x i with rfl | hx
    · simp [hi]
    · simp [hx]
  · intro j
    rw [← mulVec_mulVec, mulVec_diagonal, fromRows_mulVec, Sum.elim_inr, hSc,
      Pi.smul_apply, smul_eq_mul]
    ring
```

## A filter that keeps $d_{1,i}$ and is bounded on the unwanted spectrum

The condition $P(d_{1,i})\ne0$ means that the filter does not erase the target. It allows the division in $c$, and the lemma above uses it as `hi` to make the $i$-th component equal to 1. If $P(d_{1,i})=0$, every filtered vector has zero $i$-th component and again stays at distance at least 1.

The number $\beta$ is a ceiling on the filter over the unwanted eigenvalues. By hand it enters in the final inequality; in Lean, `l2norm_le` reduces the claim to single components, and `gcongr` inserts the ceiling in each. An unwanted eigenvalue where $|P|$ exceeds $\beta$ would contribute a component that the stated ratio does not control.

```lean
/-- If `C` is invertible, `P(d_i) ≠ 0` and `|P| ≤ β` on the unwanted eigenvalues, the filtered trial
space contains a vector within `β / |P(d_i)| * ‖S C⁻¹ e_i‖` of the eigenvector `e_i`. -/
theorem polynomial_filter_bound (d₁ : m → ℝ) (d₂ : n → ℝ) (C : Matrix m m ℝ)
    (S : Matrix n m ℝ) (hC : IsUnit C.det) (i : m) (P : Polynomial ℝ) (β : ℝ)
    (hβ : ∀ j, |P.eval (d₂ j)| ≤ β) (hi : P.eval (d₁ i) ≠ 0) :
    ∃ y ∈ colSpace (Polynomial.aeval (spectralMatrix d₁ d₂) P * fromRows C S),
      l2norm (y - Pi.single (Sum.inl i) 1) ≤ β / |P.eval (d₁ i)| * l2norm (tail C S i) := by
  obtain ⟨y, hy, htop, hbot⟩ :=
    exists_filtered (fun x => P.eval (Sum.elim d₁ d₂ x)) C S hC i hi
  refine ⟨y, ?_, ?_⟩
  · rw [spectralMatrix, aeval_diagonal]
    exact hy
  · rw [error_eq_tail y i htop]
    apply l2norm_le
    intro j
    show |y (Sum.inr j)| ≤ _
    rw [hbot j, abs_mul, abs_div]
    simp only [Sum.elim_inl, Sum.elim_inr]
    have h := hβ j
    gcongr
```

Chebyshev-filtered subspace iteration in electronic structure applies such a polynomial to a block of orbitals; the bound describes one filter application for a fixed, finite, real symmetric Hamiltonian in exact arithmetic. It guarantees that a vector obeying this bound exists in the trial space, not that a Rayleigh–Ritz step selects it. Preconditioning, as in LOBPCG, is not modelled.

## Powers of $A$: nonzero $d_{1,i}$ and the ceiling $\mu$

For $P=X^k$ and $\beta=\mu^k$ the two filter conditions follow from $d_{1,i}\neq0$ and $|d_{2,j}|\le\mu$. The proof raises each to the $k$-th power, with `pow_ne_zero` and `pow_le_pow_left₀`, and rewrites the filtered matrix as $A^k$. If $d_{1,i}=0$, one multiplication by $A$ removes $e_i$ from reach. The other wanted eigenvalues are unrestricted and may even vanish.

```lean
/-- Let `C` be invertible, `d_i ≠ 0` and `|d₂ j| ≤ μ` for all `j`. After `k` steps of block
iteration the trial space contains a vector whose distance from the eigenvector `e_i` is at most `(μ
/ |d_i|)^k ‖S C⁻¹ e_i‖`, whatever the spacings in `d₁`. -/
theorem block_iteration_bound (d₁ : m → ℝ) (d₂ : n → ℝ) (C : Matrix m m ℝ)
    (S : Matrix n m ℝ) (hC : IsUnit C.det) (i : m) (μ : ℝ)
    (hμ : ∀ j, |d₂ j| ≤ μ) (hi : d₁ i ≠ 0) (k : ℕ) :
    ∃ y ∈ colSpace (spectralMatrix d₁ d₂ ^ k * fromRows C S),
      l2norm (y - Pi.single (Sum.inl i) 1) ≤ (μ / |d₁ i|) ^ k * l2norm (tail C S i) := by
  -- block iteration is the polynomial filter X ^ k
  obtain ⟨y, hy, hb⟩ := polynomial_filter_bound d₁ d₂ C S hC i (Polynomial.X ^ k) (μ ^ k)
    (by
      intro j
      rw [Polynomial.eval_pow, Polynomial.eval_X, abs_pow]
      exact pow_le_pow_left₀ (abs_nonneg _) (hμ j) k)
    (by
      rw [Polynomial.eval_pow, Polynomial.eval_X]
      exact pow_ne_zero k hi)
  refine ⟨y, ?_, ?_⟩
  · rwa [map_pow, Polynomial.aeval_X] at hy
  · rwa [Polynomial.eval_pow, Polynomial.eval_X, abs_pow, ← div_pow] at hb
```

The smallest case with contamination has one column and one unwanted eigenvalue. Write $A=\mathrm{diag}(d,\lambda)$ and take the start vector $(a,s)$, with $d\ne0$ and $a\neq0$. Then

$$y=\left(1,\ (\lambda/d)^k\,s/a\right),\qquad \|y-e_i\|=(|\lambda|/|d|)^k\,|s|/|a| .$$

This is ordinary power iteration. The error is the tangent of the angle between the trial vector and the eigenvector, and each step multiplies it by $|\lambda/d|$.

## A strict gap $\mu<|d_{1,i}|$: convergence

The bound holds for any ratio $\mu/|d_{1,i}|$, but it tends to zero only if the ratio is below 1 or the contamination vanishes. The gap that matters separates the target from the unwanted spectrum in modulus. By hand, $(\mu/|d_{1,i}|)^k\to0$; in Lean, `choose` picks one vector for each $k$ and `squeeze_zero` traps its error between zero and the bound.

Without the gap convergence can fail: in the two-dimensional example with $|\lambda|=|d|$ and $s\ne0$, the trial line keeps a fixed positive distance from $e_i$.

The assumption `0 ≤ μ` matters only when there are no unwanted eigenvalues. It then ensures that $\mu<|d_{1,i}|$ still implies $d_{1,i}\ne0$.

```lean
/-- If `C` is invertible and `|d_i|` exceeds a bound `μ ≥ 0` on the moduli of the unwanted
eigenvalues, suitably chosen vectors from the successive trial spaces converge to the eigenvector
`e_i`. -/
theorem block_iteration_converges (d₁ : m → ℝ) (d₂ : n → ℝ) (C : Matrix m m ℝ)
    (S : Matrix n m ℝ) (hC : IsUnit C.det) (i : m) (μ : ℝ) (h0 : 0 ≤ μ)
    (hμ : ∀ j, |d₂ j| ≤ μ) (hi : μ < |d₁ i|) :
    ∃ y : ℕ → (m ⊕ n → ℝ),
      (∀ k, y k ∈ colSpace (spectralMatrix d₁ d₂ ^ k * fromRows C S)) ∧
      Tendsto (fun k => l2norm (y k - Pi.single (Sum.inl i) 1)) atTop (nhds 0) := by
  have hpos : 0 < |d₁ i| := lt_of_le_of_lt h0 hi
  choose y hy hb using block_iteration_bound d₁ d₂ C S hC i μ hμ (abs_pos.mp hpos)
  refine ⟨y, hy, squeeze_zero (fun k => Real.sqrt_nonneg _) hb ?_⟩
  have h := (tendsto_pow_atTop_nhds_zero_of_lt_one (div_nonneg h0 hpos.le)
    ((div_lt_one hpos).mpr hi)).mul_const (l2norm (tail C S i))
  rwa [zero_mul] at h
```

## Equal unwanted moduli and no zero in $d_1$: an exact error

Suppose that $|d_{2,j}|=\mu$ for every $j$, so that all unwanted components are scaled by the same factor in modulus, and that no wanted eigenvalue vanishes. Let $y=A^k(C;S)c$ have upper part $e_i$. Then $d_{1,x}^k(Cc)_x$ is 1 for $x=i$ and 0 otherwise, which forces $Cc=e_i/d_{1,i}^k$. Invertibility of $C$ gives $Sc=t/d_{1,i}^k$, so the lower components have modulus $(\mu/|d_{1,i}|)^k|t_j|$, and the error equals the bound.

The proof follows these steps: `hCc` fixes $Cc$, `hSc` fixes $Sc$, and `l2norm_scale` converts the equal ratios into an equality of norms.

If some other $d_{1,x}$ is zero and $k\ge1$, a multiple of $C^{-1}e_x$ can be added to $c$ without changing the upper part, so the error need not be unique. If the unwanted moduli differ, with $\mu$ the largest, some components are damped faster and the error can fall below the bound.

Equality concerns only vectors with upper part $e_i$. A rescaled trial vector can be closer: in the two-dimensional example the smallest distance is $\varepsilon/\sqrt{1+\varepsilon^2}$.

```lean
/-- If `C` is invertible, all unwanted eigenvalues have modulus `μ` and no wanted one vanishes,
every trial vector with wanted part `e_i` has error exactly `(μ / |d_i|)^k ‖S C⁻¹ e_i‖`. -/
theorem block_iteration_error_eq (d₁ : m → ℝ) (d₂ : n → ℝ) (C : Matrix m m ℝ)
    (S : Matrix n m ℝ) (hC : IsUnit C.det) (i : m) (μ : ℝ)
    (hμ : ∀ j, |d₂ j| = μ) (hd : ∀ x, d₁ x ≠ 0) (k : ℕ) (y : m ⊕ n → ℝ)
    (hy : y ∈ colSpace (spectralMatrix d₁ d₂ ^ k * fromRows C S))
    (htop : ∀ x, y (Sum.inl x) = (Pi.single i 1 : m → ℝ) x) :
    l2norm (y - Pi.single (Sum.inl i) 1) = (μ / |d₁ i|) ^ k * l2norm (tail C S i) := by
  obtain ⟨c, hc'⟩ := hy
  have hc : (spectralMatrix d₁ d₂ ^ k * fromRows C S) *ᵥ c = y := hc'
  have hA : ∀ x, y x = Sum.elim d₁ d₂ x ^ k * Sum.elim (C *ᵥ c) (S *ᵥ c) x := by
    intro x
    rw [← hc, spectralMatrix, diagonal_pow, ← mulVec_mulVec, mulVec_diagonal,
      fromRows_mulVec, Pi.pow_apply]
  -- the wanted part fixes the coefficients c completely
  have hCc : C *ᵥ c = (d₁ i ^ k)⁻¹ • (Pi.single i 1 : m → ℝ) := by
    ext x
    have h := (hA (Sum.inl x)).symm.trans (htop x)
    simp only [Sum.elim_inl] at h
    rcases eq_or_ne x i with rfl | hx
    · simp only [Pi.single_eq_same] at h
      simp only [Pi.smul_apply, Pi.single_eq_same, smul_eq_mul, mul_one]
      exact eq_inv_of_mul_eq_one_right h
    · rw [Pi.single_eq_of_ne hx] at h
      have h1 := (mul_eq_zero.mp h).resolve_left (pow_ne_zero k (hd x))
      simp [h1, hx]
  have hSc : S *ᵥ c = (d₁ i ^ k)⁻¹ • tail C S i := by
    have h : C⁻¹ *ᵥ (C *ᵥ c) = c := by
      rw [mulVec_mulVec, nonsing_inv_mul C hC, one_mulVec]
    rw [← h, hCc, mulVec_smul, mulVec_smul, mulVec_mulVec, tail]
  rw [error_eq_tail y i htop]
  apply l2norm_scale
  intro j
  show |y (Sum.inr j)| = _
  rw [hA]
  simp only [Sum.elim_inr, hSc, Pi.smul_apply, smul_eq_mul, abs_mul, abs_inv, abs_pow,
    hμ, div_pow]
  ring

end

end BlockPowerIteration
```

```lean
#print axioms BlockPowerIteration.block_iteration_converges
#print axioms BlockPowerIteration.block_iteration_error_eq
```

```
'BlockPowerIteration.block_iteration_converges' depends on axioms: [propext, Classical.choice, Quot.sound]
'BlockPowerIteration.block_iteration_error_eq' depends on axioms: [propext, Classical.choice, Quot.sound]
```
